# With a time-reversal-symmetric Hamiltonian, \(T\)-invariant states suffice for lower energy bounds if \(T^2=1\), and mixing Kramers partners leaves the energy unchanged if \(T^2=-1\)

The electronic Hamiltonian of a molecule without an external magnetic field commutes with time reversal \(T\), where \(T^2=1\) for an even number of electrons and \(T^2=-1\) for an odd number. Can a search for low energies be limited to states that \(T\) leaves unchanged, and what does the symmetry say about the energy when there are no such states?

```lean
import Mathlib

open Complex

namespace AntiunitarySymmetry

noncomputable section

variable {V : Type*} [NormedAddCommGroup V] [InnerProductSpace ℂ V]

/-- A conjugate-linear map is antiunitary if it is onto and sends every inner product
to its complex conjugate. -/
def IsAntiunitary (T : V →ₛₗ[starRingEnd ℂ] V) : Prop :=
  Function.Surjective T ∧ ∀ x y, inner ℂ (T x) (T y) = inner ℂ y x

/-- The energy of an unnormalised state: the real part of `⟨ψ, H ψ⟩`. -/
def energy (H : V →ₗ[ℂ] V) (ψ : V) : ℝ := (inner ℂ ψ (H ψ)).re

/-- The Rayleigh quotient, the energy per squared norm, of a nonzero state. -/
def rayleigh (H : V →ₗ[ℂ] V) (ψ : V) : ℝ := energy H ψ / ‖ψ‖ ^ 2

variable {H : V →ₗ[ℂ] V} {T : V →ₛₗ[starRingEnd ℂ] V}

/-- If `H` commutes with an antiunitary `T`, then `ψ` and `T ψ` have the same energy. -/
theorem energy_partner (hT : IsAntiunitary T) (hc : ∀ x, H (T x) = T (H x)) (ψ : V) :
    energy H (T ψ) = energy H ψ := by
  unfold energy
  rw [hc, hT.2, ← inner_conj_symm (H ψ) ψ, Complex.conj_re]

/-- If `H` commutes with an antiunitary `T`, the energies of the unnormalised states
`ψ + T ψ` and `i (ψ - T ψ)` add up to four times the energy of `ψ`. -/
theorem energy_sum (hT : IsAntiunitary T) (hc : ∀ x, H (T x) = T (H x)) (ψ : V) :
    energy H (ψ + T ψ) + energy H (I • (ψ - T ψ)) = 4 * energy H ψ := by
  have h := energy_partner hT hc ψ
  -- the phase `i` does not change the energy
  have hv : ∀ w : V, inner ℂ (I • w) (H (I • w)) = inner ℂ w (H w) := by
    intro w
    rw [map_smul, inner_smul_left, inner_smul_right, ← mul_assoc, Complex.conj_I]
    simp
  unfold energy at *
  rw [hv]
  simp only [map_add, map_sub, inner_add_left, inner_add_right, inner_sub_left,
    inner_sub_right, Complex.add_re, Complex.sub_re]
  linarith

/-- Let `H` commute with an antiunitary `T` with `T² = 1`. For every nonzero `ψ`, one of
`ψ + T ψ` and `i (ψ - T ψ)` is a nonzero `T`-invariant state whose Rayleigh quotient
is at most that of `ψ`. -/
theorem exists_invariant_rayleigh_le (hT : IsAntiunitary T)
    (hc : ∀ x, H (T x) = T (H x)) (hTT : ∀ x, T (T x) = x) {ψ : V} (hψ : ψ ≠ 0) :
    ∃ φ : V, (φ = ψ + T ψ ∨ φ = I • (ψ - T ψ)) ∧ T φ = φ ∧ φ ≠ 0 ∧
      rayleigh H φ ≤ rayleigh H ψ := by
  have hpos : 0 < ‖ψ‖ ^ 2 := pow_pos (norm_pos_iff.2 hψ) 2
  have hS := energy_sum hT hc ψ
  -- the same identity for `H = 1` is the sum rule for the norms
  have hid : ∀ φ : V, energy LinearMap.id φ = ‖φ‖ ^ 2 :=
    fun φ => inner_self_eq_norm_sq (𝕜 := ℂ) φ
  have hN := energy_sum (H := LinearMap.id) hT (fun _ => rfl) ψ
  rw [hid, hid, hid] at hN
  have hE : rayleigh H ψ * ‖ψ‖ ^ 2 = energy H ψ := div_mul_cancel₀ _ hpos.ne'
  have hu : T (ψ + T ψ) = ψ + T ψ := by rw [map_add, hTT, add_comm]
  have hv : T (I • (ψ - T ψ)) = I • (ψ - T ψ) := by
    simp only [LinearMap.map_smulₛₗ, map_sub, hTT, Complex.conj_I]
    module
  by_contra hcon
  -- if the claim fails, each nonzero candidate lies strictly above `ψ`
  have strict : ∀ φ : V, (φ = ψ + T ψ ∨ φ = I • (ψ - T ψ)) → T φ = φ → φ ≠ 0 →
      rayleigh H ψ * ‖φ‖ ^ 2 < energy H φ := by
    intro φ h1 h2 h3
    by_contra h
    exact hcon ⟨φ, h1, h2, h3,
      (div_le_iff₀ (pow_pos (norm_pos_iff.2 h3) 2)).2 (not_lt.1 h)⟩
  have weak : ∀ φ : V, (φ = ψ + T ψ ∨ φ = I • (ψ - T ψ)) → T φ = φ →
      rayleigh H ψ * ‖φ‖ ^ 2 ≤ energy H φ := by
    intro φ h1 h2
    by_cases h3 : φ = 0
    · rw [h3]
      simp [energy]
    · exact (strict φ h1 h2 h3).le
  have hR : rayleigh H ψ * ‖ψ + T ψ‖ ^ 2 + rayleigh H ψ * ‖I • (ψ - T ψ)‖ ^ 2
      = 4 * (rayleigh H ψ * ‖ψ‖ ^ 2) := by
    linear_combination rayleigh H ψ * hN
  by_cases hu0 : ψ + T ψ = 0
  · have hv0 : I • (ψ - T ψ) ≠ 0 := by
      intro hv0
      rw [hu0, hv0, norm_zero] at hN
      linarith
    linarith [weak _ (Or.inl rfl) hu, strict _ (Or.inr rfl) hv hv0]
  · linarith [strict _ (Or.inl rfl) hu hu0, weak _ (Or.inr rfl) hv]

/-- Let `H` commute with an antiunitary `T` with `T² = 1`. A lower bound on the Rayleigh
quotients of all nonzero `T`-invariant states is a lower bound for all nonzero states. -/
theorem lower_bound_of_invariant (hT : IsAntiunitary T)
    (hc : ∀ x, H (T x) = T (H x)) (hTT : ∀ x, T (T x) = x) {E : ℝ}
    (hE : ∀ φ, T φ = φ → φ ≠ 0 → E ≤ rayleigh H φ) {ψ : V} (hψ : ψ ≠ 0) :
    E ≤ rayleigh H ψ := by
  obtain ⟨φ, _, h1, h2, h3⟩ := exists_invariant_rayleigh_le hT hc hTT hψ
  exact (hE φ h1 h2).trans h3

/-- If a conjugate-linear `T` has `T² = -1`, no nonzero state is `T`-invariant. -/
theorem no_invariant_state (hTT : ∀ x, T (T x) = -x) {φ : V} (hφ : T φ = φ) :
    φ = 0 := by
  have h := hTT φ
  rw [hφ, hφ] at h
  have h2 : (2 : ℂ) • φ = 0 := by
    rw [two_smul]
    exact add_eq_zero_iff_eq_neg.2 h
  exact (smul_eq_zero.1 h2).resolve_left two_ne_zero

/-- If a Hermitian `H` commutes with an antiunitary `T` with `T² = -1`, then `H` does not
couple `ψ` to its partner `T ψ`. -/
theorem kramers_coupling (hT : IsAntiunitary T) (hH : H.IsSymmetric)
    (hc : ∀ x, H (T x) = T (H x)) (hTT : ∀ x, T (T x) = -x) (ψ : V) :
    inner ℂ ψ (H (T ψ)) = 0 := by
  -- the matrix element equals its own negative
  have h : inner ℂ ψ (H (T ψ)) = -inner ℂ ψ (H (T ψ)) :=
    calc inner ℂ ψ (H (T ψ)) = inner ℂ ψ (T (H ψ)) := by rw [hc]
      _ = inner ℂ (T (T (H ψ))) (T ψ) := (hT.2 _ _).symm
      _ = -inner ℂ (H ψ) (T ψ) := by rw [hTT, inner_neg_left]
      _ = -inner ℂ ψ (H (T ψ)) := by rw [hH ψ (T ψ)]
  linear_combination h / 2

/-- If a Hermitian `H` commutes with an antiunitary `T` with `T² = -1`, then
`⟨φ, H φ⟩ = (|a|² + |b|²) ⟨ψ, H ψ⟩` for `φ = a ψ + b T ψ`. -/
theorem kramers_expectation (hT : IsAntiunitary T) (hH : H.IsSymmetric)
    (hc : ∀ x, H (T x) = T (H x)) (hTT : ∀ x, T (T x) = -x) (ψ : V) (a b : ℂ) :
    inner ℂ (a • ψ + b • T ψ) (H (a • ψ + b • T ψ))
      = ((‖a‖ : ℂ) ^ 2 + (‖b‖ : ℂ) ^ 2) * inner ℂ ψ (H ψ) := by
  have h1 := kramers_coupling hT hH hc hTT ψ
  have h2 : inner ℂ (T ψ) (H ψ) = 0 := by
    rw [← hH (T ψ) ψ, ← inner_conj_symm (H (T ψ)) ψ, h1, map_zero]
  have h3 : inner ℂ (T ψ) (H (T ψ)) = inner ℂ ψ (H ψ) := by
    rw [hc, hT.2, hH ψ ψ]
  simp only [map_add, map_smul, inner_add_left, inner_add_right, inner_smul_left,
    inner_smul_right, h1, h2, h3]
  linear_combination inner ℂ ψ (H ψ) * Complex.conj_mul' a
    + inner ℂ ψ (H ψ) * Complex.conj_mul' b

/-- If a Hermitian `H` commutes with an antiunitary `T` with `T² = -1`, every normalised
combination of a unit state `ψ` and `T ψ` has the same expectation value of `H` as `ψ`. -/
theorem kramers_pair_energy (hT : IsAntiunitary T) (hH : H.IsSymmetric)
    (hc : ∀ x, H (T x) = T (H x)) (hTT : ∀ x, T (T x) = -x) {ψ : V} {a b : ℂ}
    (hψ : ‖ψ‖ = 1) (hφ : ‖a • ψ + b • T ψ‖ = 1) :
    inner ℂ (a • ψ + b • T ψ) (H (a • ψ + b • T ψ)) = inner ℂ ψ (H ψ) := by
  have unit : ∀ x : V, ‖x‖ = 1 → inner ℂ x x = 1 := by
    intro x hx
    rw [inner_self_eq_norm_sq_to_K, hx]
    simp
  -- `H = 1` gives the normalisation `|a|² + |b|² = 1`
  have hn := kramers_expectation (H := LinearMap.id) hT (fun _ _ => rfl)
    (fun _ => rfl) hTT ψ a b
  rw [LinearMap.id_apply, LinearMap.id_apply, unit _ hφ, unit _ hψ, mul_one] at hn
  rw [kramers_expectation hT hH hc hTT, ← hn, one_mul]

/-- Complex conjugation combined with a swap of the two components of every level, the new `false`
component carrying the factor `s`. -/
def swapConj (n : ℕ) (s : ℝ) : EuclideanSpace ℂ (Fin n × Bool) →ₛₗ[starRingEnd ℂ]
    EuclideanSpace ℂ (Fin n × Bool) where
  toFun ψ := WithLp.toLp 2 fun p =>
    (if p.2 then 1 else (s : ℂ)) * starRingEnd ℂ (ψ (p.1, !p.2))
  map_add' x y := by
    ext ⟨k, b⟩
    cases b <;> simp [mul_add]
  map_smul' c x := by
    ext ⟨k, b⟩
    cases b <;> simp
    ring

/-- The Hamiltonian of `n` two-component levels with real energies `ε k`. -/
def levels {n : ℕ} (ε : Fin n → ℝ) : EuclideanSpace ℂ (Fin n × Bool) →ₗ[ℂ]
    EuclideanSpace ℂ (Fin n × Bool) where
  toFun ψ := WithLp.toLp 2 fun p => (ε p.1 : ℂ) * ψ p
  map_add' x y := by
    ext p
    simp [mul_add]
  map_smul' c x := by
    ext p
    simp
    ring

/-- For `s = 1` or `s = -1`, `swapConj n s` is antiunitary with square `s`, and the
Hermitian Hamiltonian `levels ε` commutes with it. -/
theorem antiunitary_symmetry_witness {n : ℕ} (ε : Fin n → ℝ) {s : ℝ}
    (hs : s = 1 ∨ s = -1) :
    IsAntiunitary (swapConj n s) ∧
      (∀ ψ, swapConj n s (swapConj n s ψ) = (s : ℂ) • ψ) ∧
      (levels ε).IsSymmetric ∧
      ∀ ψ, levels ε (swapConj n s ψ) = swapConj n s (levels ε ψ) := by
  have hsq : ∀ ψ, swapConj n s (swapConj n s ψ) = (s : ℂ) • ψ := by
    intro ψ
    ext ⟨k, b⟩
    cases b <;> simp [swapConj]
  refine ⟨⟨fun y => ⟨(s : ℂ) • swapConj n s y, ?_⟩, fun x y => ?_⟩, hsq,
    fun x y => ?_, fun ψ => ?_⟩
  · rw [LinearMap.map_smulₛₗ, hsq, smul_smul]
    rcases hs with rfl | rfl <;> simp
  · simp only [PiLp.inner_apply, Fintype.sum_prod_type, Fintype.sum_bool]
    refine Finset.sum_congr rfl fun k _ => ?_
    rcases hs with rfl | rfl <;> simp [swapConj] <;> ring
  · simp only [PiLp.inner_apply]
    refine Finset.sum_congr rfl fun p _ => ?_
    simp [levels]
    ring
  · ext ⟨k, b⟩
    cases b <;> simp [swapConj, levels]
    ring

end

end AntiunitarySymmetry
```

```lean
#print axioms AntiunitarySymmetry.lower_bound_of_invariant
#print axioms AntiunitarySymmetry.no_invariant_state
#print axioms AntiunitarySymmetry.kramers_pair_energy
```

```
'AntiunitarySymmetry.lower_bound_of_invariant' depends on axioms: [propext, Classical.choice, Quot.sound]
'AntiunitarySymmetry.no_invariant_state' depends on axioms: [propext, Classical.choice, Quot.sound]
'AntiunitarySymmetry.kramers_pair_energy' depends on axioms: [propext, Classical.choice, Quot.sound]
```

## Time reversal as a conjugate-linear map

The states form a complex inner product space \(V\) of any dimension, with \(\langle x,y\rangle\) conjugate-linear in \(x\). The type of `T` makes it conjugate-linear, and `IsAntiunitary T` adds that it is onto and that \(\langle Tx,Ty\rangle=\langle y,x\rangle\). The hypothesis `hc` says \(HT=TH\), which stands for the absence of an external magnetic field. The hypothesis `hTT` fixes the sign of \(T^2\), and `H.IsSymmetric` says that \(H\) is Hermitian.

For unnormalised states, `energy` is \(E(\psi)=\mathrm{Re}\,\langle\psi,H\psi\rangle\), and `rayleigh` is \(E(\psi)/\|\psi\|^2\), the energy of the normalised state. Because of the real part, the results for \(T^2=1\) don't need \(H\) to be Hermitian; when it is, \(E(\psi)\) is the usual expectation value for a unit \(\psi\).

For \(T^2=1\), `exists_invariant_rayleigh_le` says that each nonzero \(\psi\) gives a nonzero \(T\)-invariant state with Rayleigh quotient no higher than its own, namely \(\psi+T\psi\) or \(i(\psi-T\psi)\). By `lower_bound_of_invariant`, a lower bound on the quotients of the invariant states then holds for all nonzero states.

For \(T^2=-1\) and Hermitian \(H\), `kramers_pair_energy` says that every normalised combination of a unit state \(\psi\) and \(T\psi\) has the expectation value of \(\psi\), whether or not \(\psi\) is an eigenstate. Kramers' theorem proper concerns the degeneracy of eigenvalues, whereas this is a statement about expectation values.

## An invariant state that is no higher in energy

Let \(T^2=1\), and set \(u=\psi+T\psi\) and \(v=i(\psi-T\psi)\). Clearly \(Tu=u\), and since \(T\) conjugates the factor \(i\),
\[
Tv=-i(T\psi-\psi)=v .
\]
The partner \(T\psi\) has the energy of \(\psi\) (`energy_partner`):
\[
E(T\psi)=\mathrm{Re}\langle T\psi,TH\psi\rangle=\mathrm{Re}\langle H\psi,\psi\rangle=E(\psi).
\]
With the cross term \(C=\mathrm{Re}\left(\langle\psi,HT\psi\rangle+\langle T\psi,H\psi\rangle\right)\), expansion gives
\[
E(u)=2E(\psi)+C,\qquad E(v)=2E(\psi)-C,
\]
because the phase \(i\) doesn't change an energy. The sum is \(E(u)+E(v)=4E(\psi)\), which is `energy_sum`. The same identity for \(H=1\) reads \(\|u\|^2+\|v\|^2=4\|\psi\|^2\).

Now let \(R=E(\psi)/\|\psi\|^2\). The two sums combine to
\[
\left(E(u)-R\|u\|^2\right)+\left(E(v)-R\|v\|^2\right)=0 .
\]
If the claim failed, each bracket would be positive for a nonzero candidate and zero for a vanishing one. The norms show that \(u\) and \(v\) don't both vanish, so the left side would be positive, a contradiction.

The Lean proof takes the same route. After `by_contra`, `strict` is the inequality for a nonzero candidate and `weak` the one that also allows zero. The proof then splits on whether \(u=0\), and `linarith` adds the inequalities.

## A Kramers pair has no coupling

Let \(T^2=-1\). An invariant state would satisfy \(\phi=T^2\phi=-\phi\), so it is zero (`no_invariant_state`), and the construction above has nothing to offer. Instead, `kramers_coupling` shows that the matrix element between the partners equals its own negative:
\[
\langle\psi,HT\psi\rangle=\langle\psi,TH\psi\rangle=\langle T^2H\psi,T\psi\rangle=-\langle H\psi,T\psi\rangle=-\langle\psi,HT\psi\rangle .
\]
The steps use commutation, antiunitarity, \(T^2=-1\) and hermiticity, in the order of the `calc` block. The element is therefore zero, and so is its conjugate \(\langle T\psi,H\psi\rangle\). The diagonal elements agree, since \(\langle T\psi,HT\psi\rangle=\langle H\psi,\psi\rangle=\langle\psi,H\psi\rangle\). For \(\phi=a\psi+bT\psi\) with complex \(a,b\), only these survive:
\[
\langle\phi,H\phi\rangle=\left(|a|^2+|b|^2\right)\langle\psi,H\psi\rangle .
\]
This is `kramers_expectation`, where `h1`, `h2` and `h3` supply the matrix elements. Setting \(H=1\) with \(\|\psi\|=\|\phi\|=1\) gives \(|a|^2+|b|^2=1\), which yields the equality of the two expectation values.

## The smallest spaces

For \(T^2=1\), take \(V=\mathbb C\) with \(T\) as complex conjugation and \(H\) as a real number. The state \(\psi=i\) has \(u=0\) and \(v=-2\), which shows why a second candidate is needed.

For \(T^2=-1\), the smallest nonzero space has dimension two. There `swapConj 1 (-1)` acts as \(T(x,y)=(-\bar y,\bar x)\), the time reversal of a single spin one-half, and `levels` is a multiple of the identity. More generally, `antiunitary_symmetry_witness` checks component by component that \(n\) such levels with real energies satisfy all the hypotheses on \(H\) and \(T\), for either sign \(s\) of \(T^2\). Surjectivity comes from \(T(sTy)=s^2y=y\).

## Use in two-component calculations

In full configuration interaction with a two-component spin–orbit Hamiltonian, a finite basis and an even number of electrons, the lowest energy can be sought among \(T\)-invariant states alone, which halves the number of real parameters. With an odd number, mixing a state with its Kramers partner neither lowers nor raises its energy.

The first use takes \(V\) to be the many-electron space spanned by the determinants built from the basis, so that space must be closed under \(T\); the projected Hamiltonian then still commutes with \(T\). The invariant state is also a linear combination, in general not a single determinant even if \(\psi\) is one, so the argument doesn't justify a Kramers-restricted Hartree–Fock or Kohn–Sham ansatz.
